# The number of zero-energy Hückel states of a triangular zigzag graphene flake

## Sites, amplitudes and neighbour sums

Label sites by natural numbers $(i,j)$ and let $n\ge 2$. The majority sublattice consists of the pairs with $i+j\le n$, without the corners $(0,0)$, $(n,0)$, $(0,n)$; this is `IsA n i j`. The minority sublattice consists of the pairs with $i+j<n$. The carbon skeleton is benzene for $n=2$, phenalenyl for $n=3$ and triangulene for $n=4$.

An amplitude is a complex function on all pairs (`Amp`), required below to vanish off the flake. For majority amplitudes $\psi$ and minority amplitudes $\varphi$, the neighbour sums are

$$(B\psi)(i,j)=\psi(i,j)+\psi(i+1,j)+\psi(i,j+1),$$
$$(A\varphi)(i,j)=\varphi(i,j)+\varphi(i-1,j)+\varphi(i,j-1),$$

where terms with a negative index are omitted. In Lean these are `hopToB` and `hopToA`.

```lean
import Mathlib

noncomputable section

namespace TrianguleneZeroModes

/-- Complex amplitudes on one sublattice, labelled by two natural coordinates. -/
abbrev Amp := ℕ → ℕ → ℂ

/-- Majority sites of the triangular flake: `i + j ≤ n` with the three corners removed. -/
def IsA (n i j : ℕ) : Prop := i + j ≤ n ∧ 0 < i + j ∧ i < n ∧ j < n

/-- Sum of the majority amplitudes at `(i, j)`, `(i + 1, j)` and `(i, j + 1)`, the lattice
neighbours of the minority site `(i, j)`. -/
def hopToB (ψ : Amp) (i j : ℕ) : ℂ := ψ i j + ψ (i + 1) j + ψ i (j + 1)

/-- Sum of the minority amplitudes on the neighbours of the majority site `(i, j)`. -/
def hopToA (φ : Amp) : ℕ → ℕ → ℂ
  | 0, 0 => φ 0 0
  | i + 1, 0 => φ (i + 1) 0 + φ i 0
  | 0, j + 1 => φ 0 (j + 1) + φ 0 j
  | i + 1, j + 1 => φ (i + 1) (j + 1) + φ i (j + 1) + φ (i + 1) j
```

## (a) Sums of minority amplitudes

Show that $A(\varphi+\chi)=A\varphi+A\chi$.

Each value of $A(\varphi+\chi)$ is a sum of one to three terms $\varphi+\chi$; collect the $\varphi$ and $\chi$ terms separately. Lean treats the four cases, $i$ and $j$ each zero or positive.

```lean
/-- The neighbour sum is additive in the minority amplitudes. -/
theorem hopToA_add (φ χ : Amp) (i j : ℕ) :
    hopToA (φ + χ) i j = hopToA φ i j + hopToA χ i j := by
  rcases i with _ | i <;> rcases j with _ | j <;> simp only [hopToA, Pi.add_apply] <;> ring
```

## (b) Multiples of minority amplitudes

Show that $A(c\varphi)=c\,A\varphi$ for complex $c$.

The factor $c$ comes out of every term, in the same four cases.

```lean
/-- The neighbour sum scales with the minority amplitudes. -/
theorem hopToA_smul (c : ℂ) (φ : Amp) (i j : ℕ) :
    hopToA (c • φ) i j = c * hopToA φ i j := by
  rcases i with _ | i <;> rcases j with _ | j <;>
    simp only [hopToA, Pi.smul_apply, smul_eq_mul] <;> ring
```

## Mode spaces and propagation

Let $M_n$ (`majorityModes n`) be the space of $\psi$ that vanish for $i+j>n$ and at the corners, with $B\psi=0$ at every minority site.

Let $H_n(t,E)$ (`huckelModes n t E`) be the space of pairs $(\psi,\varphi)$ supported on the flake with $tA\varphi=E\psi$ on majority sites and $tB\psi=E\varphi$ on minority sites. The real number $t$ is the resonance integral between neighbouring $\pi$ orbitals, equal on all bonds; on-site energies are zero. The proofs inside both definitions check closure under sums and multiples.

From an edge row $a$, define $G_0[a](i)=a(i)$ and $G_{j+1}[a](i)=-G_j[a](i)-G_j[a](i+1)$. Lean writes $G_j[a](i)$ as `grow a j i`. Let $b$ (`bump`) be 1 at site 1 and 0 elsewhere.

```lean
/-- Majority amplitudes that vanish off the flake and at its corners and whose neighbour sum
vanishes at every minority site. -/
def majorityModes (n : ℕ) : Submodule ℂ Amp where
  carrier := {ψ | (∀ i j, n < i + j → ψ i j = 0) ∧ ψ 0 0 = 0 ∧ ψ n 0 = 0 ∧ ψ 0 n = 0 ∧
    ∀ i j, i + j < n → hopToB ψ i j = 0}
  zero_mem' := by simp [hopToB]
  add_mem' := by
    rintro ψ χ ⟨a1, a2, a3, a4, a5⟩ ⟨b1, b2, b3, b4, b5⟩
    refine ⟨fun i j h => by simp [a1 i j h, b1 i j h], by simp [a2, b2], by simp [a3, b3],
      by simp [a4, b4], fun i j h => ?_⟩
    have p := a5 i j h
    have q := b5 i j h
    simp only [hopToB, Pi.add_apply] at p q ⊢
    linear_combination p + q
  smul_mem' := by
    rintro c ψ ⟨a1, a2, a3, a4, a5⟩
    refine ⟨fun i j h => by simp [a1 i j h], by simp [a2], by simp [a3], by simp [a4],
      fun i j h => ?_⟩
    have p := a5 i j h
    simp only [hopToB, Pi.smul_apply, smul_eq_mul] at p ⊢
    linear_combination c * p

/-- States (majority, minority) of the flake that solve the Hückel equations with hopping `t`
at energy `E`. -/
def huckelModes (n : ℕ) (t E : ℝ) : Submodule ℂ (Amp × Amp) where
  carrier := {x | (∀ i j, ¬ IsA n i j → x.1 i j = 0) ∧ (∀ i j, n ≤ i + j → x.2 i j = 0) ∧
    (∀ i j, IsA n i j → (t : ℂ) * hopToA x.2 i j = E * x.1 i j) ∧
    ∀ i j, i + j < n → (t : ℂ) * hopToB x.1 i j = E * x.2 i j}
  zero_mem' := by
    refine ⟨fun _ _ _ => rfl, fun _ _ _ => rfl, fun i j _ => ?_, fun i j _ => by simp [hopToB]⟩
    rcases i with _ | i <;> rcases j with _ | j <;> simp [hopToA]
  add_mem' := by
    rintro x y ⟨a1, a2, a3, a4⟩ ⟨b1, b2, b3, b4⟩
    refine ⟨fun i j h => by simp [a1 i j h, b1 i j h], fun i j h => by simp [a2 i j h, b2 i j h],
      fun i j h => ?_, fun i j h => ?_⟩
    · simp only [Prod.snd_add, Prod.fst_add, hopToA_add, Pi.add_apply]
      linear_combination a3 i j h + b3 i j h
    · have p := a4 i j h
      have q := b4 i j h
      simp only [hopToB, Prod.snd_add, Prod.fst_add, Pi.add_apply] at p q ⊢
      linear_combination p + q
  smul_mem' := by
    rintro c x ⟨a1, a2, a3, a4⟩
    refine ⟨fun i j h => by simp [a1 i j h], fun i j h => by simp [a2 i j h],
      fun i j h => ?_, fun i j h => ?_⟩
    · simp only [Prod.smul_snd, Prod.smul_fst, hopToA_smul, Pi.smul_apply, smul_eq_mul]
      linear_combination c * a3 i j h
    · have p := a4 i j h
      simp only [hopToB, Prod.smul_snd, Prod.smul_fst, Pi.smul_apply, smul_eq_mul] at p ⊢
      linear_combination c * p

/-- Row-by-row propagation of edge amplitudes `a` by the zero-energy equation. -/
def grow (a : ℕ → ℂ) : ℕ → ℕ → ℂ
  | 0, i => a i
  | j + 1, i => -(grow a j i + grow a j (i + 1))

/-- Unit amplitude on edge site 1 only. -/
def bump (i : ℕ) : ℂ := if i = 1 then 1 else 0
```

## (c) Superposing edge rows

For edge rows $a,d$ and complex $s$, show that $G_j[a+sd](i)=G_j[a](i)+sG_j[d](i)$.

Row 0 is immediate. If the identity holds in row $j$ for all $i$, then
$$G_{j+1}[a+sd](i)=-G_j[a](i)-G_j[a](i+1)-s\bigl(G_j[d](i)+G_j[d](i+1)\bigr),$$
which is the identity in row $j+1$.

```lean
/-- Propagation from the edge obeys the superposition principle. -/
theorem grow_add_mul (a b : ℕ → ℂ) (s : ℂ) (j i : ℕ) :
    grow (fun k => a k + s * b k) j i = grow a j i + s * grow b j i := by
  induction j generalizing i with
  | zero => simp [grow]
  | succ j ih =>
    simp only [grow, ih]
    ring
```

## (d) One occupied edge site

Show that $G_j[b](0)=(-1)^j j$, $G_j[b](1)=(-1)^j$ and $G_j[b](i+2)=0$.

Row 0 is $0,1,0,0,\dots$. From row $j$, the next values are $-\bigl((-1)^jj+(-1)^j\bigr)=(-1)^{j+1}(j+1)$, then $-\bigl((-1)^j+0\bigr)=(-1)^{j+1}$, then zeros. Lean proves all three together by induction.

```lean
/-- In row `j`, a unit amplitude on edge site 1 has become `(-1)^j j` at site 0, `(-1)^j` at
site 1, and zero beyond. -/
theorem grow_bump (j : ℕ) : grow bump j 0 = (-1) ^ j * (j : ℂ) ∧ grow bump j 1 = (-1) ^ j ∧
    ∀ i, grow bump j (i + 2) = 0 := by
  induction j with
  | zero => exact ⟨by simp [grow, bump], by simp [grow, bump], fun i => by simp [grow, bump]⟩
  | succ j ih =>
    obtain ⟨h0, h1, h2⟩ := ih
    have h20 : grow bump j 2 = 0 := h2 0
    have e0 : grow bump (j + 1) 0 = -(grow bump j 0 + grow bump j 1) := rfl
    have e1 : grow bump (j + 1) 1 = -(grow bump j 1 + grow bump j 2) := rfl
    refine ⟨?_, ?_, fun i => ?_⟩
    · rw [e0, h0, h1]; push_cast; ring
    · rw [e1, h1, h20]; ring
    · have e2 : grow bump (j + 1) (i + 2) =
        -(grow bump j (i + 2) + grow bump j (i + 1 + 2)) := rfl
      rw [e2, h2, h2]; simp
```

## (e) Recovering a mode from its edge

For $\psi\in M_n$ and $i+j\le n$, show that $\psi(i,j)=G_j[\psi(\cdot,0)](i)$.

This is trivial for $j=0$. If $i+j+1\le n$, then $(i,j)$ is a minority site, so $\psi(i,j+1)=-\psi(i,j)-\psi(i+1,j)$. This is the recursion for $G$.

```lean
/-- On the triangle `i + j ≤ n`, a majority zero mode is the propagation of its own edge amplitudes.
-/
theorem mode_eq_grow {n : ℕ} {ψ : Amp} (h : ψ ∈ majorityModes n) (j i : ℕ)
    (hij : i + j ≤ n) : ψ i j = grow (fun k => ψ k 0) j i := by
  obtain ⟨-, -, -, -, hb⟩ := h
  induction j generalizing i with
  | zero => simp [grow]
  | succ j ih =>
    have e : ψ i j + ψ (i + 1) j + ψ i (j + 1) = 0 := hb i j (by omega)
    rw [grow, ← ih i (by omega), ← ih (i + 1) (by omega)]
    linear_combination e
```

## (f) The free edge amplitudes

Write $n=m+2$. Show that for every $c\in\mathbb C^m$ there is exactly one $\psi\in M_n$ with $\psi(k+2,0)=c_k$ for $0\le k<m$.

```lean
/-- The amplitudes of a majority zero mode on the edge sites `2, …, m + 1`. -/
def edgeAmplitudes (m : ℕ) : majorityModes (m + 2) →ₗ[ℂ] (Fin m → ℂ) where
  toFun ψ k := ψ.1 (k.1 + 2) 0
  map_add' _ _ := rfl
  map_smul' _ _ := rfl
```

For uniqueness, take $c=0$. The edge row is then $\psi(1,0)\,b$, so $\psi(i,j)=\psi(1,0)G_j[b](i)$ on the triangle. The top corner gives $0=\psi(1,0)(-1)^n n$, hence $\psi=0$.

For existence, let $a(k+2)=c_k$ and $a=0$ elsewhere. Put
$$s=-\frac{G_n[a](0)}{(-1)^n n},\qquad \psi(i,j)=G_j[a+sb](i)\quad(i+j\le n),$$
and $\psi=0$ outside. The two edge corners vanish by construction and the top corner by the choice of $s$; the recursion gives $B\psi=0$.

In Lean, `hne` is the nonvanishing of $(-1)^n n$, and the two bullets are injectivity and surjectivity. The local `b` in the second bullet is the whole row $a+sb$, not the unit row $b$, which is `bump`.

```lean
/-- The amplitudes on the edge sites `2, …, m + 1` can be chosen freely and determine the
majority zero mode. -/
theorem edgeAmplitudes_bijective (m : ℕ) : Function.Bijective (edgeAmplitudes m) := by
  have hne : grow bump (m + 2) 0 ≠ 0 := by
    rw [(grow_bump (m + 2)).1]
    exact mul_ne_zero (pow_ne_zero _ (by norm_num)) (Nat.cast_ne_zero.mpr (by omega))
  constructor
  · rw [injective_iff_map_eq_zero]
    rintro ⟨ψ, hψ⟩ h0
    have hg := mode_eq_grow hψ
    have hψ' := hψ
    obtain ⟨hout, h00, hn0, h0n, -⟩ := hψ'
    -- only edge site 1 can still carry amplitude
    have hrow : (fun k => ψ k 0) = fun k => bump k + (ψ 1 0 - 1) * bump k := by
      funext k
      rcases k with _ | _ | k
      · simp [bump, h00]
      · simp [bump]
      · have hk : ψ (k + 2) 0 = 0 := by
          rcases lt_trichotomy k m with h | h | h
          · exact congrFun h0 ⟨k, h⟩
          · rw [h]; exact hn0
          · exact hout _ _ (by omega)
        show ψ (k + 2) 0 = _
        rw [hk]
        simp [bump]
    have hs : ∀ i j, i + j ≤ m + 2 → ψ i j = ψ 1 0 * grow bump j i := by
      intro i j hij
      rw [hg j i hij, hrow, grow_add_mul]
      ring
    -- the top corner removes it
    have h1 : ψ 1 0 = 0 := by
      have e := hs 0 (m + 2) (by omega)
      rw [h0n] at e
      exact (mul_eq_zero.mp e.symm).resolve_right hne
    apply Subtype.ext
    funext i j
    show ψ i j = 0
    by_cases h : i + j ≤ m + 2
    · rw [hs i j h, h1, zero_mul]
    · exact hout i j (by omega)
  · intro c
    let a : ℕ → ℂ := fun i => if h : 2 ≤ i ∧ i < m + 2 then c ⟨i - 2, by omega⟩ else 0
    -- tune edge site 1 so that the top corner vanishes
    obtain ⟨s, hs⟩ : ∃ s, grow a (m + 2) 0 + s * grow bump (m + 2) 0 = 0 :=
      ⟨-grow a (m + 2) 0 / grow bump (m + 2) 0, by rw [div_mul_cancel₀ _ hne]; ring⟩
    let b : ℕ → ℂ := fun i => a i + s * bump i
    refine ⟨⟨fun i j => if i + j ≤ m + 2 then grow b j i else 0, ?_⟩, ?_⟩
    · refine ⟨fun i j h => if_neg (not_le_of_gt h), ?_, ?_, ?_, fun i j h => ?_⟩
      · simp [grow, b, a, bump]
      · simp [grow, b, a, bump]
      · show (if 0 + (m + 2) ≤ m + 2 then grow b (m + 2) 0 else 0) = 0
        rw [if_pos (show 0 + (m + 2) ≤ m + 2 by omega)]
        exact (grow_add_mul a bump s (m + 2) 0).trans hs
      · show (if i + j ≤ m + 2 then grow b j i else 0) +
          (if i + 1 + j ≤ m + 2 then grow b j (i + 1) else 0) +
          (if i + (j + 1) ≤ m + 2 then grow b (j + 1) i else 0) = 0
        have e : grow b (j + 1) i = -(grow b j i + grow b j (i + 1)) := rfl
        rw [if_pos (show i + j ≤ m + 2 by omega), if_pos (show i + 1 + j ≤ m + 2 by omega),
          if_pos (show i + (j + 1) ≤ m + 2 by omega), e]
        ring
    · funext k
      have hk := k.2
      show (if k.1 + 2 + 0 ≤ m + 2 then grow b 0 (k.1 + 2) else 0) = c k
      rw [if_pos (show k.1 + 2 + 0 ≤ m + 2 by omega)]
      show a (k.1 + 2) + s * bump (k.1 + 2) = c k
      simp [a, bump]
```

## (g) Counting majority modes

Show that $\dim M_n=n-2$.

By (f), $M_n\cong\mathbb C^m$ with $m=n-2$. Lean states finite-dimensionality separately, because `finrank` is also 0 for infinite-dimensional spaces.

```lean
/-- The majority zero modes of the flake form a space of dimension `n - 2`. -/
theorem majorityModes_dimension {n : ℕ} (hn : 2 ≤ n) :
    FiniteDimensional ℂ (majorityModes n) ∧ Module.finrank ℂ (majorityModes n) + 2 = n := by
  obtain ⟨m, rfl⟩ := Nat.exists_eq_add_of_le' hn
  let e := LinearEquiv.ofBijective (edgeAmplitudes m) (edgeAmplitudes_bijective m)
  exact ⟨Module.Finite.equiv e.symm, by rw [e.finrank_eq]; simp⟩
```

## (h) The minority sublattice

Let $\varphi$ vanish for $i+j\ge n$ and let $A\varphi=0$ on all majority sites. Show that $\varphi=0$.

The equations at $(0,j+1)$ give $\varphi(0,j)=(-1)^j\varphi(0,0)$ for $j<n$. Those at $(1,0)$ and $(1,j+1)$ then give $\varphi(1,j)=-(-1)^j(j+1)\varphi(0,0)$ for $j<n-1$. At $(1,n-1)$, where $\varphi(1,n-1)=0$,
$$0=\varphi(0,n-1)+\varphi(1,n-2)=(-1)^{n-1}n\,\varphi(0,0).$$
So $\varphi(0,0)=0$ and the line $i=0$ vanishes. Induction on $i$, then on $j$, finishes the proof through $\varphi(i+1,0)=-\varphi(i,0)$ and $\varphi(i+1,j+1)=-\varphi(i,j+1)-\varphi(i+1,j)$. In Lean, `h0`, `h1`, `h00` and `hall` are these four stages.

```lean
/-- The minority sublattice carries no zero mode. -/
theorem minority_vanishes {n : ℕ} (hn : 2 ≤ n) (φ : Amp)
    (hout : ∀ i j, n ≤ i + j → φ i j = 0) (h : ∀ i j, IsA n i j → hopToA φ i j = 0) :
    φ = 0 := by
  obtain ⟨m, rfl⟩ := Nat.exists_eq_add_of_le' hn
  -- the lines `i = 0` and `i = 1` in terms of the amplitude at the origin
  have h0 : ∀ j, j < m + 2 → φ 0 j = (-1) ^ j * φ 0 0 := by
    intro j
    induction j with
    | zero => intro _; simp
    | succ j ih =>
      intro hj
      have e : φ 0 (j + 1) + φ 0 j = 0 :=
        h 0 (j + 1) ⟨by omega, by omega, by omega, by omega⟩
      linear_combination e - ih (by omega)
  have h1 : ∀ j, j < m + 1 → φ 1 j = -(-1) ^ j * ((j : ℂ) + 1) * φ 0 0 := by
    intro j
    induction j with
    | zero =>
      intro _
      have e : φ 1 0 + φ 0 0 = 0 := h 1 0 ⟨by omega, by omega, by omega, by omega⟩
      push_cast
      linear_combination e
    | succ j ih =>
      intro hj
      have e : φ 1 (j + 1) + φ 0 (j + 1) + φ 1 j = 0 :=
        h 1 (j + 1) ⟨by omega, by omega, by omega, by omega⟩
      push_cast
      linear_combination e - h0 (j + 1) (by omega) - ih (by omega)
  -- the equation at the far edge forces that amplitude to vanish
  have h00 : φ 0 0 = 0 := by
    have e : φ 1 (m + 1) + φ 0 (m + 1) + φ 1 m = 0 :=
      h 1 (m + 1) ⟨by omega, by omega, by omega, by omega⟩
    have hc : (-1 : ℂ) ^ m * ((m + 2 : ℕ) : ℂ) * φ 0 0 = 0 := by
      push_cast
      linear_combination -e + hout 1 (m + 1) (by omega) + h0 (m + 1) (by omega) +
        h1 m (by omega)
    exact (mul_eq_zero.mp hc).resolve_left
      (mul_ne_zero (pow_ne_zero _ (by norm_num)) (Nat.cast_ne_zero.mpr (by omega)))
  have hall : ∀ i j, φ i j = 0 := by
    intro i
    induction i with
    | zero =>
      intro j
      by_cases hj : j < m + 2
      · rw [h0 j hj, h00, mul_zero]
      · exact hout 0 j (by omega)
    | succ i ih =>
      intro j
      induction j with
      | zero =>
        by_cases hi : i + 1 < m + 2
        · have e : φ (i + 1) 0 + φ i 0 = 0 :=
            h (i + 1) 0 ⟨by omega, by omega, by omega, by omega⟩
          linear_combination e - ih 0
        · exact hout _ _ (by omega)
      | succ j ihj =>
        by_cases hi : i + 1 + (j + 1) < m + 2
        · have e : φ (i + 1) (j + 1) + φ i (j + 1) + φ (i + 1) j = 0 :=
            h (i + 1) (j + 1) ⟨by omega, by omega, by omega, by omega⟩
          linear_combination e - ih (j + 1) - ihj
        · exact hout _ _ (by omega)
  funext i j
  exact hall i j
```

## (i) Both sublattices at zero energy

For $t\ne0$, show that $H_n(t,0)=\{(\psi,0):\psi\in M_n\}$.

At $E=0$, cancel $t$. The majority equations give $\varphi=0$ by (h), and the minority equations are $B\psi=0$. Conversely, every $(\psi,0)$ with $\psi\in M_n$ satisfies both sets. The map `LinearMap.inl` is $\psi\mapsto(\psi,0)$.

```lean
/-- The zero-energy Hückel states are exactly the majority zero modes, with zero amplitude on
the minority sublattice. -/
theorem zeroModes_eq {n : ℕ} (hn : 2 ≤ n) {t : ℝ} (ht : t ≠ 0) :
    huckelModes n t 0 = (majorityModes n).map (LinearMap.inl ℂ Amp Amp) := by
  ext ⟨ψ, φ⟩
  constructor
  · rintro ⟨hA, hB, eA, eB⟩
    have hφ : φ = 0 := minority_vanishes hn φ hB (fun i j h => by
      have e := eA i j h
      simpa [ht] using e)
    refine ⟨ψ, ⟨fun i j h => hA i j (fun k => absurd k.1 (not_le_of_gt h)),
      hA 0 0 (fun k => absurd k.2.1 (lt_irrefl _)),
      hA n 0 (fun k => absurd k.2.2.1 (lt_irrefl _)),
      hA 0 n (fun k => absurd k.2.2.2 (lt_irrefl _)), fun i j h => ?_⟩, ?_⟩
    · have e := eB i j h
      simpa [ht] using e
    · rw [hφ]; rfl
  · rintro ⟨χ, ⟨hout, h00, hn0, h0n, hb⟩, hx⟩
    rw [← hx]
    refine ⟨fun i j h => ?_, fun _ _ _ => rfl, fun i j _ => ?_, fun i j h => ?_⟩
    · show χ i j = 0
      by_cases h1 : n < i + j
      · exact hout i j h1
      by_cases h2 : i + j = 0
      · rw [show i = 0 by omega, show j = 0 by omega]; exact h00
      by_cases h3 : i = n
      · rw [show j = 0 by omega, h3]; exact hn0
      by_cases h4 : j = n
      · rw [show i = 0 by omega, h4]; exact h0n
      exact absurd ⟨by omega, by omega, by omega, by omega⟩ h
    · show (t : ℂ) * hopToA 0 i j = ((0 : ℝ) : ℂ) * χ i j
      rcases i with _ | i <;> rcases j with _ | j <;> simp [hopToA]
    · show (t : ℂ) * hopToB χ i j = ((0 : ℝ) : ℂ) * (0 : ℂ)
      rw [hb i j h]
      simp
```

## (j) The full count

For $t\ne0$, show that $\dim H_n(t,0)=n-2$.

The map $\psi\mapsto(\psi,0)$ is injective, so (i) and (g) give the dimension.

In this non-interacting, nearest-neighbour model, $n-2$ is the orbital degeneracy of the nonbonding level for $n\ge 3$; benzene ($n=2$) has no such level. Spin alignment, longer-range hopping and unequal bonds are not treated.

```lean
/-- For nonzero hopping, the zero-energy Hückel states of the triangular flake, on both
sublattices together, form a space of dimension `n - 2`. -/
theorem triangulene_zero_modes {n : ℕ} (hn : 2 ≤ n) {t : ℝ} (ht : t ≠ 0) :
    FiniteDimensional ℂ (huckelModes n t 0) ∧
      Module.finrank ℂ (huckelModes n t 0) + 2 = n := by
  rw [zeroModes_eq hn ht]
  obtain ⟨hf, hd⟩ := majorityModes_dimension hn
  let e := Submodule.equivMapOfInjective (LinearMap.inl ℂ Amp Amp)
    LinearMap.inl_injective (majorityModes n)
  exact ⟨Module.Finite.equiv e, by rw [← e.finrank_eq]; exact hd⟩

end TrianguleneZeroModes
```

```lean
#print axioms TrianguleneZeroModes.triangulene_zero_modes
```

```
'TrianguleneZeroModes.triangulene_zero_modes' depends on axioms: [propext, Classical.choice, Quot.sound]
```

## Keeping the corner atoms

The same argument, here by hand only, handles the flake with its three corners kept as singly bonded sites. All $n+1$ edge amplitudes are then free, while the equation at $(0,0)$ gives $\varphi(0,0)=0$ at once and the induction in (h) removes the rest of $\varphi$. That flake has $n+1$ independent zero modes.
